# Each sweep X ↦ X(2 − AX) squares the residual 1 − AX of an approximate inverse Slater matrix

For \(N\) electrons of the same spin in \(N\) spatial orbitals, the Slater matrix \(A\) has entries \(A_{ij}=\phi_j(\mathbf r_i)\): rows are electrons and columns are orbitals. For orthonormal orbitals, the normalised wavefunction is \(\det A/\sqrt{N!}\). The code works with `A.det`, without the factor, which cancels in determinant ratios.

A stored approximate inverse \(X_0\) is refined by

\[
X_{n+1}=X_n(2-AX_n),
\]

where 1 and 2 stand for the identity matrix and twice the identity. The residual \(E_n=1-AX_n\) measures how far \(X_n\) is from being an inverse on the right of \(A\).

In Lean, the finite type `ι` labels both electrons and orbitals, and `R` is the ring of matrix entries.

```lean
import Mathlib

open Matrix Filter Topology

namespace SlaterInverseRefinement

section Algebra

variable {ι R : Type*} [Fintype ι] [DecidableEq ι] [CommRing R]
```

The function `refineInverse` is one sweep.

```lean
/-- One refinement sweep for an approximate inverse `X` of the Slater matrix `A`. -/
def refineInverse (A X : Matrix ι ι R) : Matrix ι ι R :=
  X * (2 - A * X)
```

The sequence `refined A X₀ n` is \(X_n\), with `refined A X₀ 0` equal to the stored matrix.

```lean
/-- The approximate inverse after a given number of sweeps, starting from the stored
matrix `X₀`. -/
def refined (A X₀ : Matrix ι ι R) : ℕ → Matrix ι ι R
  | 0 => X₀
  | n + 1 => refineInverse A (refined A X₀ n)
```

In variational Monte Carlo, an inverse carried through many one-electron updates drifts by rounding; the results below describe its repair for a single determinant at a fixed configuration, in exact arithmetic. They do not model rounding errors made during the sweeps themselves.

## The electrons stay put during the sweeps

The same \(A\) appears in every sweep, which means that no electron moves while the inverse is being refined. By hand, put \(E=1-AX\). Then \(AX=1-E\) and \(2-AX=1+E\), so

\[
1-AX(2-AX)=1-(1-E)(1+E)=E^2 .
\]

The theorem `residual_refineInverse` states this for arbitrary square matrices `A` and `X`. Its proof unfolds the sweep, and `noncomm_ring` expands the products without exchanging the order of matrices.

```lean
/-- One sweep squares the residual `1 - A X`. -/
theorem residual_refineInverse (A X : Matrix ι ι R) :
    1 - A * refineInverse A X = (1 - A * X) ^ 2 := by
  have h2 : (2 : Matrix ι ι R) = 1 + 1 := one_add_one_eq_two.symm
  rw [refineInverse, h2, pow_two]
  noncomm_ring
```

With \(A\) fixed, the new residual is the square of the old one, and induction gives

\[
1-AX_n=(1-AX_0)^{2^n}.
\]

For \(n=0\) both sides are \(1-AX_0\). If the formula holds at \(n\), one more sweep gives \(\big((1-AX_0)^{2^n}\big)^2=(1-AX_0)^{2^{n+1}}\). The proof of `residual_refined` follows these two cases, and `pow_mul` and `pow_succ` combine the exponents.

```lean
/-- After `n` sweeps the residual of the refined inverse is the initial residual raised to
the power `2 ^ n`. -/
theorem residual_refined (A X₀ : Matrix ι ι R) (n : ℕ) :
    1 - A * refined A X₀ n = (1 - A * X₀) ^ (2 ^ n) := by
  induction n with
  | zero => simp [refined]
  | succ n ih =>
    -- the new residual is the square of the old one, so the exponent doubles
    rw [refined, residual_refineInverse, ih, ← pow_mul, ← pow_succ]
```

If an electron moves between sweeps and \(A\) becomes \(A+D\), the residual of the current \(X\) becomes \(1-AX-DX\). The extra term \(-DX\) breaks the link to the initial residual, and the law has to be restarted from the new value.

In the smallest nontrivial case, one electron in one orbital, the matrices are numbers. Take \(A=2\) and \(X_0=0.4\). The iterates are \(0.4,\,0.48,\,0.4992\), and the residuals are \(0.2,\,0.04,\,0.0016\), each the square of the one before.

## The stored matrix may be anything

Nothing is assumed about \(X_0\) beyond its size. Physically, the drift may be of any kind, and \(X_0\) need not commute with \(A\). The derivation above never uses closeness to an inverse, nor does it exchange \(A\) and \(X\).

Because the two matrices need not commute, the residual on the other side is a separate quantity. With \(F=1-XA\),

\[
1-X(2-AX)A=1-XA(2-XA)=1-(1-F)(1+F)=F^2 ,
\]

and the same induction gives \(1-X_nA=(1-X_0A)^{2^n}\). In the proof of `left_residual_refined`, the local statement `step` is this one-sweep identity.

```lean
/-- The residual with the approximate inverse on the left obeys the same law. -/
theorem left_residual_refined (A X₀ : Matrix ι ι R) (n : ℕ) :
    1 - refined A X₀ n * A = (1 - X₀ * A) ^ (2 ^ n) := by
  have step : ∀ X : Matrix ι ι R, 1 - refineInverse A X * A = (1 - X * A) ^ 2 := by
    intro X
    have h2 : (2 : Matrix ι ι R) = 1 + 1 := one_add_one_eq_two.symm
    rw [refineInverse, h2, pow_two]
    noncomm_ring
  induction n with
  | zero => simp [refined]
  | succ n ih => rw [refined, step, ih, ← pow_mul, ← pow_succ]
```

The price of this freedom is that the law alone does not promise improvement. Starting from \(X_0=0\), every \(X_n\) is zero and the residual stays at 1. The sweeps produce an exact inverse after \(n\) steps precisely when the relevant power vanishes:

\[
AX_n=1\iff (1-AX_0)^{2^n}=0 .
\]

This follows by setting the left side of the residual law to zero, which is also the proof of `refined_exact_iff`.

```lean
/-- The refined matrix is an exact right inverse of `A` after `n` sweeps if and only if the `2 ^
n`-th power of the initial residual vanishes. -/
theorem refined_exact_iff (A X₀ : Matrix ι ι R) (n : ℕ) :
    A * refined A X₀ n = 1 ↔ (1 - A * X₀) ^ (2 ^ n) = 0 := by
  rw [← residual_refined, sub_eq_zero]
  exact eq_comm
```

## The matrix entries commute

The entries lie in a commutative ring. Real and complex orbital values are the physical cases. The residual laws need only addition and multiplication of matrices, but determinants and Cramer's rule rely on commuting entries; without them, the usual determinant is no longer available.

Let electron \(i\) move to \(\mathbf r_i'\), so that row \(i\) of \(A\) is replaced by the new orbital values \(\varphi_j=\phi_j(\mathbf r_i')\), giving a matrix \(A'\). Expanding \(\det A'\) along that row gives

\[
\det A'=\sum_j\varphi_j\,\operatorname{adj}(A)_{ji}=(\varphi\operatorname{adj}(A))_i .
\]

Here \(\operatorname{adj}(A)\) is the adjugate, the transposed matrix of cofactors, which satisfies \(\operatorname{adj}(A)A=\det A\cdot 1\). Multiplying the residual law by it from the left gives

\[
\operatorname{adj}(A)(1-AX_0)^{2^n}
=\operatorname{adj}(A)(1-AX_n)
=\operatorname{adj}(A)-\det A\,X_n .
\]

Applying \(\varphi\) and taking component \(i\) yields

\[
\det A'-\det A\,(\varphi X_n)_i
=\big(\varphi\operatorname{adj}(A)(1-AX_0)^{2^n}\big)_i .
\]

The number \((\varphi X_n)_i\) is the estimated determinant ratio for the move. In the Lean statement, `A.updateRow i φ` is \(A'\), and `ᵥ*` multiplies a row vector by a matrix. The proof obtains Cramer's rule as `hrow` and the adjugate identity as `hadj`, then subtracts.

```lean
/-- Row `i` of the Slater matrix is replaced by the new orbital values `φ`. The new
determinant differs from `det A` times the ratio estimated with the refined inverse by a term
containing the `2 ^ n`-th power of the initial residual. -/
theorem moved_det_sub_estimate (A X₀ : Matrix ι ι R) (φ : ι → R) (i : ι) (n : ℕ) :
    (A.updateRow i φ).det - A.det * (φ ᵥ* refined A X₀ n) i
      = (φ ᵥ* (A.adjugate * (1 - A * X₀) ^ (2 ^ n))) i := by
  -- Cramer's rule for the determinant with one row replaced
  have hrow : (A.updateRow i φ).det = (φ ᵥ* A.adjugate) i := by
    rw [← Matrix.cramer_transpose_apply, Matrix.cramer_eq_adjugate_mulVec,
      ← Matrix.adjugate_transpose, Matrix.mulVec_transpose]
  -- the adjugate turns the residual into the error of `det A • X`
  have hadj : A.adjugate * (1 - A * X₀) ^ (2 ^ n)
      = A.adjugate - A.det • refined A X₀ n := by
    rw [← residual_refined, mul_sub, mul_one, ← mul_assoc, Matrix.adjugate_mul,
      Matrix.smul_mul, one_mul]
  rw [hrow, hadj, Matrix.vecMul_sub, Matrix.vecMul_smul]
  simp only [Pi.sub_apply, Pi.smul_apply, smul_eq_mul]

end Algebra
```

Invertibility of \(A\) is not required. At a node of the wavefunction \(\det A=0\), the estimate term drops out, and the formula still gives \(\det A'\). Where \(\det A\ne0\) for real or complex entries, dividing by it gives the error of the ratio itself, \((\varphi A^{-1}(1-AX_0)^{2^n})_i\).

## The initial residual is smaller than one

Convergence needs a condition on the drift. For complex matrices, let \(\|M\|\) be the largest absolute row sum, \(\max_i\sum_j|M_{ij}|\), and assume

\[
\|1-AX_0\|<1 .
\]

This says that the stored inverse is still good enough for \(AX_0\) to lie within distance one of the identity. It is an assumption about the accumulated drift, not a consequence of the update procedure.

The condition is used first to show that \(A\) is invertible. Suppose \(AX_0v=0\), and let \(B\) be the matrix whose columns all equal \(v\). Then \(AX_0B=0\), so \((1-AX_0)B=B\) and

\[
\|B\|\le\|1-AX_0\|\,\|B\| .
\]

Since the factor is below one, \(B=0\) and hence \(v=0\). Therefore \(\det(AX_0)=\det A\det X_0\ne0\), and \(\det A\ne0\).

With the inverse available, multiplying the residual law by \(A^{-1}\) gives

\[
A^{-1}-X_n=A^{-1}(1-AX_0)^{2^n},
\]
\[
\|A^{-1}-X_n\|\le\|A^{-1}\|\,\|1-AX_0\|^{2^n}.
\]

The second line uses \(\|PQ\|\le\|P\|\|Q\|\), valid for all square matrices \(P\) and \(Q\) of the same size, repeatedly.

The theorem `inverse_error_le` returns both conclusions, with `IsUnit A.det` expressing invertibility, so `A⁻¹` in the bound is the true inverse. In the proof, `key` is the argument that \(B\) vanishes, and its closing `nlinarith` is where the strict inequality enters. Then `hdet` passes from a null vector to the determinant, and `herr` is the error identity.

```lean
section Convergence

variable {ι : Type*} [Fintype ι] [DecidableEq ι]

attribute [local instance] Matrix.linftyOpNormedRing

/-- If the initial residual of a complex Slater matrix has norm below one (largest absolute row
sum), then the Slater matrix is invertible and the error of the refined inverse is bounded by
`‖A⁻¹‖` times the `2 ^ n`-th power of that norm. -/
theorem inverse_error_le (A X₀ : Matrix ι ι ℂ) (h : ‖1 - A * X₀‖ < 1) (n : ℕ) :
    IsUnit A.det ∧
      ‖A⁻¹ - refined A X₀ n‖ ≤ ‖A⁻¹‖ * ‖1 - A * X₀‖ ^ (2 ^ n) := by
  -- a matrix annihilated by `A * X₀` is fixed by the residual, so it vanishes
  have key : ∀ B : Matrix ι ι ℂ, A * X₀ * B = 0 → B = 0 := by
    intro B hB
    by_contra hne
    have hpos : 0 < ‖B‖ := norm_pos_iff.mpr hne
    have hfix : (1 - A * X₀) * B = B := by
      rw [sub_mul, one_mul, hB, sub_zero]
    have hle := norm_mul_le (1 - A * X₀) B
    rw [hfix] at hle
    nlinarith
  -- hence `A * X₀` has no null vector, and `A` is invertible
  have hdet : IsUnit A.det := by
    have h2 : IsUnit (A * X₀).det := by
      refine isUnit_iff_ne_zero.mpr (fun h0 => ?_)
      obtain ⟨v, hv, hv0⟩ := Matrix.exists_mulVec_eq_zero_iff.mpr h0
      have hB := key (Matrix.of fun i _ => v i) (by
        ext i j
        exact congrFun hv0 i)
      exact hv (funext fun i => congrFun (congrFun hB i) i)
    rw [Matrix.det_mul] at h2
    exact isUnit_of_mul_isUnit_left h2
  refine ⟨hdet, ?_⟩
  -- the error is the exact inverse times the residual
  have herr : A⁻¹ - refined A X₀ n = A⁻¹ * (1 - A * X₀) ^ (2 ^ n) := by
    rw [← residual_refined, mul_sub, mul_one, ← mul_assoc,
      Matrix.nonsing_inv_mul A hdet, one_mul]
  rw [herr]
  exact (norm_mul_le _ _).trans
    (mul_le_mul_of_nonneg_left (norm_pow_le' _ (by positivity)) (norm_nonneg _))
```

Since \(2^n\to\infty\) and the norm is below one, the bound tends to zero and \(X_n\to A^{-1}\). In `refined_tendsto_inverse`, `hpow` gives the limit of the power, `hbound` includes the constant \(\|A^{-1}\|\), and `squeeze_zero` transfers the limit to the error.

```lean
/-- If the initial residual has norm below one, the refined matrices converge to the inverse
of the Slater matrix. -/
theorem refined_tendsto_inverse (A X₀ : Matrix ι ι ℂ) (h : ‖1 - A * X₀‖ < 1) :
    Tendsto (refined A X₀) atTop (𝓝 A⁻¹) := by
  have hpow : Tendsto (fun n : ℕ => ‖1 - A * X₀‖ ^ (2 ^ n)) atTop (𝓝 0) :=
    (tendsto_pow_atTop_nhds_zero_of_lt_one (norm_nonneg _) h).comp
      (tendsto_pow_atTop_atTop_of_one_lt (by norm_num : (1 : ℕ) < 2))
  have hbound : Tendsto (fun n : ℕ => ‖A⁻¹‖ * ‖1 - A * X₀‖ ^ (2 ^ n)) atTop (𝓝 0) := by
    simpa using hpow.const_mul ‖A⁻¹‖
  -- squeeze the error between zero and its bound
  refine tendsto_iff_norm_sub_tendsto_zero.mpr
    (squeeze_zero (fun n => norm_nonneg _) (fun n => ?_) hbound)
  rw [norm_sub_rev]
  exact (inverse_error_le A X₀ h n).2

end Convergence

end SlaterInverseRefinement
```

Without the condition the sweeps can diverge. For the one-by-one case \(A=1\), \(X_0=3\), the iterates are \(3,-3,-15\) and the residuals are \(-2,4,16\). A singular \(A\) never satisfies the condition, whatever \(X_0\) is.

The condition is sufficient but not necessary. For two electrons with \(A=1\) and

\[
X_0=\begin{pmatrix}1&-5\\0&1\end{pmatrix},\qquad
1-AX_0=\begin{pmatrix}0&5\\0&0\end{pmatrix},
\]

the residual has norm 5, yet its square is zero, and one sweep gives the exact inverse.

```lean
#print axioms SlaterInverseRefinement.residual_refineInverse
#print axioms SlaterInverseRefinement.refined_exact_iff
#print axioms SlaterInverseRefinement.moved_det_sub_estimate
#print axioms SlaterInverseRefinement.refined_tendsto_inverse
```

```
'SlaterInverseRefinement.residual_refineInverse' depends on axioms: [propext, Classical.choice, Quot.sound]
'SlaterInverseRefinement.refined_exact_iff' depends on axioms: [propext, Classical.choice, Quot.sound]
'SlaterInverseRefinement.moved_det_sub_estimate' depends on axioms: [propext, Classical.choice, Quot.sound]
'SlaterInverseRefinement.refined_tendsto_inverse' depends on axioms: [propext, Classical.choice, Quot.sound]
```
